# The one-channel overlap of augmented waves in a sphere is positive semidefinite with rank at most two

## Waves, coefficients and the inner product

In the linearised augmented-plane-wave (LAPW) method, each plane wave is replaced inside an atomic sphere by a combination of radial solutions and their energy derivatives, multiplied by spherical harmonics. Fix one sphere and one angular-momentum channel $(l,m)$. Let $u$ be the normalised radial solution at a chosen energy and $w$ its energy derivative, usually written $\dot u$. In this channel, plane wave $G$ continues into the sphere as

$$\phi_G = a_G u + b_G w ,$$

with complex matching coefficients $a_G, b_G$. The inner product is conjugate-linear in its first argument, and

$$\langle u,u\rangle = 1,\qquad \langle u,w\rangle = 0,\qquad \langle w,w\rangle = p .$$

For real radial functions normalised at every energy, the second relation follows by differentiating the first with respect to energy. The number $p$ measures how strongly the radial solution changes with energy. The problem is to find the structure of the overlap matrix $S_{GH}=\langle\phi_G,\phi_H\rangle$ for a finite set of plane waves.

## From four inner products to two rows

Since $\langle w,u\rangle=\overline{\langle u,w\rangle}=0$, the cross terms vanish:

$$S_{GH}=\bar a_G a_H\langle u,u\rangle+\bar a_G b_H\langle u,w\rangle+\bar b_G a_H\langle w,u\rangle+\bar b_G b_H\langle w,w\rangle=\bar a_G a_H+p\,\bar b_G b_H .$$

As $p=\|w\|^2\ge 0$, it has a real square root. Let $C$ be the matrix with rows $a$ and $\sqrt p\,b$. Then $(C^\dagger C)_{GH}=\bar a_G a_H+\sqrt p\,\bar b_G\sqrt p\,b_H=S_{GH}$. Hence $S$ is Hermitian, $c^\dagger S c=\|Cc\|^2\ge 0$ for every coefficient vector $c$, and $\operatorname{rank}S\le\operatorname{rank}C\le 2$.

A superposition is $\sum_G c_G\phi_G=Au+Bw$ with $A=\sum_G c_Ga_G$ and $B=\sum_G c_Gb_G$, so its squared norm is $|A|^2+p|B|^2$.

With more than two waves, $S$ lacks full rank and $\det S=0$. With two, labelled 0 and 1, the terms in $p^0$ and $p^2$ cancel:

$$\begin{aligned}\det S&=(|a_0|^2+p|b_0|^2)(|a_1|^2+p|b_1|^2)-|\bar a_0a_1+p\,\bar b_0b_1|^2\\&=p\left(|a_0b_1|^2+|a_1b_0|^2-2\operatorname{Re}(\bar a_0\bar b_1a_1b_0)\right)=p\,|a_0b_1-a_1b_0|^2 .\end{aligned}$$

If $p\ne0$ and the pairs $(a_0,b_0)$, $(a_1,b_1)$ are linearly independent, the rank is exactly two.

## The sphere overlap in the LAPW eigenvalue problem

In a linearised augmented-plane-wave calculation, the coefficients come from matching value and slope at the sphere boundary. Each atom and each $(l,m)$ up to a chosen cutoff contributes a term $\bar a_Ga_H+p\,\bar b_Gb_H$, with its own $a$, $b$ and $p$, to the full overlap matrix $O$. The interstitial region contributes the rest. The band energies $\varepsilon$ then follow from $\mathcal H c=\varepsilon Oc$, where $\mathcal H$ is the Hamiltonian matrix. The result here concerns one channel of one sphere; the full overlap matrix is the sum of many such terms and the interstitial part, and can have much higher rank.

## The radial pair and its overlap in Lean

The vectors live in an arbitrary complex inner-product space `E`, and the type `n` labels the plane waves.

```lean
import Mathlib

open Matrix
open scoped ComplexConjugate ComplexOrder

namespace SphereMatching

noncomputable section

variable {E : Type*} [NormedAddCommGroup E] [InnerProductSpace ℂ E]
variable {n : Type*}
```

`RadialPair` records the three relations as hypotheses. Despite their names, `norm_u` and `norm_w` concern squared norms. The parameter `p` is real, but its sign is not assumed.

```lean
/-- A unit vector `u` and a vector `w` orthogonal to it with squared norm `p`. They model a
normalised radial solution and its energy derivative. -/
structure RadialPair (u w : E) (p : ℝ) : Prop where
  norm_u : inner ℂ u u = 1
  orth : inner ℂ u w = 0
  norm_w : inner ℂ w w = (p : ℂ)
```

In the code, the augmented wave and the sphere overlap always mean their parts in the one fixed channel. The coefficients `a` and `b` are arbitrary functions on `n`. Obtaining them from the boundary conditions of an actual radial problem is the step left to the application.

```lean
/-- The augmented wave inside the sphere: plane wave `G` continues as `a_G u + b_G w`. -/
def matchedWave (u w : E) (a b : n → ℂ) (G : n) : E := a G • u + b G • w
```

The overlap is defined by inner products, so the formula for its entries has to be proved.

```lean
/-- The overlap matrix of the augmented waves inside the sphere. -/
def sphereOverlap (u w : E) (a b : n → ℂ) : Matrix n n ℂ :=
  Matrix.of fun G H => inner ℂ (matchedWave u w a b G) (matchedWave u w a b H)
```

The next matrix is $C$.

```lean
/-- The matching coefficients as a matrix with two rows, `a` and `√p b`, for `p ≥ 0`. -/
def matchingMatrix (p : ℝ) (a b : n → ℂ) : Matrix (Fin 2) n ℂ :=
  Matrix.of ![a, fun G => ((√p : ℝ) : ℂ) * b G]
```

An explicit pair in $\mathbb C^2$ satisfies the hypotheses with $p=4$.

```lean
/-- The vectors `(1, 0)` and `(0, 2)` of `ℂ²` form a radial pair with `p = 4`. -/
theorem radialPair_witness :
    RadialPair (!₂[1, 0] : EuclideanSpace ℂ (Fin 2)) !₂[0, 2] 4 := by
  refine ⟨?_, ?_, ?_⟩ <;> rw [PiLp.inner_apply, Fin.sum_univ_two] <;> norm_num
```

## Entries, norm and factorisation

The first lemma is the four-term expansion. `hwu` supplies the reversed orthogonality relation, and `simp` applies linearity and the three relations.

```lean
/-- The inner product of two combinations of a radial pair `u`, `w` has no cross terms. -/
theorem inner_combination {u w : E} {p : ℝ} (h : RadialPair u w p) (α β γ δ : ℂ) :
    inner ℂ (α • u + β • w) (γ • u + δ • w) = conj α * γ + p * conj β * δ := by
  have hwu : inner ℂ w u = 0 := by rw [← inner_conj_symm, h.orth, map_zero]
  simp only [inner_add_left, inner_add_right, inner_smul_left, inner_smul_right,
    h.norm_u, h.orth, hwu, h.norm_w]
  ring
```

For a superposition, `hsum` collects the amplitudes $A$ and $B$. The expansion then gives an identity between complex numbers, which injectivity of the embedding $\mathbb R\to\mathbb C$ turns into the real one.

```lean
/-- For a radial pair, the squared norm of a finite superposition of augmented waves with
coefficients `c_G` is `|A|² + p |B|²`, where `A = ∑ c_G a_G` and `B = ∑ c_G b_G`. -/
theorem norm_sq_superposition [Fintype n] {u w : E} {p : ℝ} (h : RadialPair u w p)
    (a b c : n → ℂ) :
    ‖∑ G, c G • matchedWave u w a b G‖ ^ 2
      = ‖∑ G, c G * a G‖ ^ 2 + p * ‖∑ G, c G * b G‖ ^ 2 := by
  -- collect the total amplitudes of `u` and `w`
  have hsum : ∑ G, c G • matchedWave u w a b G
      = (∑ G, c G * a G) • u + (∑ G, c G * b G) • w := by
    simp only [matchedWave, smul_add, smul_smul, Finset.sum_add_distrib, Finset.sum_smul]
  rw [hsum]
  have hi := inner_combination h (∑ G, c G * a G) (∑ G, c G * b G)
    (∑ G, c G * a G) (∑ G, c G * b G)
  rw [mul_assoc, Complex.conj_mul', Complex.conj_mul'] at hi
  have hn := (inner_self_eq_norm_sq_to_K (𝕜 := ℂ)
    ((∑ G, c G * a G) • u + (∑ G, c G * b G) • w)).symm.trans hi
  apply Complex.ofReal_injective
  rw [Complex.ofReal_pow, Complex.ofReal_add, Complex.ofReal_mul,
    Complex.ofReal_pow, Complex.ofReal_pow]
  exact hn
```

In the factorisation, `hp` derives $p\ge0$ from $p=\|w\|^2$, and `hs` states $\sqrt p\,\sqrt p=p$. The entries are then compared, with `linear_combination` using `hs` to match the $w$ terms.

```lean
/-- For a radial pair, the sphere overlap factors as `Cᴴ C`, where `C` is the two-row
matrix of matching coefficients. -/
theorem sphereOverlap_factor {u w : E} {p : ℝ} (h : RadialPair u w p) (a b : n → ℂ) :
    sphereOverlap u w a b = (matchingMatrix p a b)ᴴ * matchingMatrix p a b := by
  -- `p` is a squared norm, so its square root is genuine
  have hw : ((‖w‖ ^ 2 : ℝ) : ℂ) = (p : ℂ) := by
    rw [Complex.ofReal_pow]
    exact (inner_self_eq_norm_sq_to_K (𝕜 := ℂ) w).symm.trans h.norm_w
  have hp : 0 ≤ p := by
    rw [← Complex.ofReal_injective hw]
    positivity
  have hs : ((√p : ℝ) : ℂ) * ((√p : ℝ) : ℂ) = (p : ℂ) := by
    rw [← Complex.ofReal_mul, Real.mul_self_sqrt hp]
  ext G H
  rw [Matrix.mul_apply, Fin.sum_univ_two]
  change inner ℂ (a G • u + b G • w) (a H • u + b H • w)
    = conj (a G) * a H + conj (((√p : ℝ) : ℂ) * b G) * (((√p : ℝ) : ℂ) * b H)
  rw [inner_combination h, map_mul, Complex.conj_ofReal]
  linear_combination (-(conj (b G) * b H)) * hs
```

The main theorem combines the entry formula with two consequences of $S=C^\dagger C$: positivity, and a rank no larger than the number of rows of $C$. `[Fintype n]` makes the set of waves finite.

```lean
/-- For a radial pair, the overlap matrix of finitely many augmented waves has entries
`conj(a_G) a_H + p conj(b_G) b_H`, is positive semidefinite and has rank at most two. -/
theorem sphereOverlap_structure [Fintype n] {u w : E} {p : ℝ} (h : RadialPair u w p)
    (a b : n → ℂ) :
    (∀ G H, sphereOverlap u w a b G H = conj (a G) * a H + p * conj (b G) * b H) ∧
      (sphereOverlap u w a b).PosSemidef ∧ (sphereOverlap u w a b).rank ≤ 2 := by
  refine ⟨fun G H => inner_combination h _ _ _ _, ?_, ?_⟩
  · rw [sphereOverlap_factor h]
    exact Matrix.posSemidef_conjTranspose_mul_self _
  · -- the rank cannot exceed the number of rows of the matching matrix
    rw [sphereOverlap_factor h]
    exact (Matrix.rank_mul_le_right _ _).trans
      ((Matrix.rank_le_card_height _).trans_eq (Fintype.card_fin 2))
```

## Determinants and the sharp rank bound

For more than two waves, a nonzero determinant would make $S$ invertible and give it full rank, contradicting the bound.

```lean
/-- For a radial pair and more than two plane waves, the determinant of the sphere overlap
vanishes. -/
theorem det_sphereOverlap_eq_zero [Fintype n] [DecidableEq n] {u w : E} {p : ℝ}
    (h : RadialPair u w p) (a b : n → ℂ) (hn : 2 < Fintype.card n) :
    (sphereOverlap u w a b).det = 0 := by
  by_contra hd
  have hr := Matrix.rank_of_isUnit (sphereOverlap u w a b)
    ((Matrix.isUnit_iff_isUnit_det _).2 (isUnit_iff_ne_zero.2 hd))
  have h2 := (sphereOverlap_structure h a b).2.2
  omega
```

For two waves, the proof inserts the entries into the $2\times2$ determinant, and `ring` carries out the cancellation.

```lean
/-- For a radial pair and two plane waves, the determinant of the sphere overlap is `p` times
the squared modulus of the determinant of the matching coefficients. -/
theorem det_sphereOverlap_two {u w : E} {p : ℝ} (h : RadialPair u w p) (a b : Fin 2 → ℂ) :
    (sphereOverlap u w a b).det = (p : ℂ) * (‖a 0 * b 1 - a 1 * b 0‖ : ℂ) ^ 2 := by
  rw [Matrix.det_fin_two, ← Complex.conj_mul']
  simp only [(sphereOverlap_structure h a b).1, map_sub, map_mul]
  ring
```

When both factors are nonzero, the determinant is nonzero, so the matrix is invertible and has rank two.

```lean
/-- For a radial pair with `p ≠ 0`, two plane waves whose matching coefficients are linearly
independent have a sphere overlap of rank exactly two. -/
theorem rank_sphereOverlap_two {u w : E} {p : ℝ} (h : RadialPair u w p) (a b : Fin 2 → ℂ)
    (hp : p ≠ 0) (hab : a 0 * b 1 - a 1 * b 0 ≠ 0) :
    (sphereOverlap u w a b).rank = 2 := by
  have hd : (sphereOverlap u w a b).det ≠ 0 := by
    rw [det_sphereOverlap_two h]
    exact mul_ne_zero (Complex.ofReal_ne_zero.2 hp)
      (pow_ne_zero 2 (Complex.ofReal_ne_zero.2 (norm_ne_zero_iff.2 hab)))
  exact (Matrix.rank_of_isUnit _
    ((Matrix.isUnit_iff_isUnit_det _).2 (isUnit_iff_ne_zero.2 hd))).trans (Fintype.card_fin 2)

end

end SphereMatching
```

```lean
#print axioms SphereMatching.norm_sq_superposition
#print axioms SphereMatching.det_sphereOverlap_eq_zero
#print axioms SphereMatching.rank_sphereOverlap_two
```

```
'SphereMatching.norm_sq_superposition' depends on axioms: [propext, Classical.choice, Quot.sound]
'SphereMatching.det_sphereOverlap_eq_zero' depends on axioms: [propext, Classical.choice, Quot.sound]
'SphereMatching.rank_sphereOverlap_two' depends on axioms: [propext, Classical.choice, Quot.sound]
```
